# Solutions of the third-order Brillouin–Wigner equation bound the ground energy of a finite Hermitian matrix from above

## States, resolvent and energy

The state space is finite-dimensional and complex, with an orthonormal basis $e_i$ labelled by the finite type `n`. One label $o$ marks the reference state. It need not have the lowest unperturbed energy.

```lean
import Mathlib

open Matrix
open scoped ComplexOrder

namespace BrillouinWignerBound

noncomputable section

variable {n : Type*} [Fintype n] [DecidableEq n]
```

The Hamiltonian is $H = H_0 + V$, where $H_0$ is diagonal with real entries $\varepsilon_i$. A general Hermitian $H_0$ takes this form in its own eigenbasis.

```lean
/-- The Hamiltonian `H0 + V`, with `H0` diagonal and real with energies `ε`. -/
def hamiltonian (ε : n → ℝ) (V : Matrix n n ℂ) : Matrix n n ℂ :=
  diagonal (fun i => (ε i : ℂ)) + V
```

The reduced resolvent $T = T(E)$ is diagonal, with $T_o = 0$ and $T_i = 1/(E-\varepsilon_i)$ for $i \neq o$. It depends on the energy $E$ that is being sought, which distinguishes Brillouin–Wigner theory from Rayleigh–Schrödinger theory.

```lean
/-- The reduced resolvent `T(E)`: zero on the reference state `o` and `1 / (E - ε i)` on every
other state, for `E` different from the energies of those other states. -/
def reducedResolvent (ε : n → ℝ) (o : n) (E : ℝ) : Matrix n n ℂ :=
  diagonal (fun i => if i = o then 0 else 1 / ((E : ℂ) - ε i))
```

The trial state is $\psi = e_o + TVe_o$. It has component 1 on $e_o$, so it is not normalised; the unit vector is $\psi/\sqrt{\langle\psi,\psi\rangle}$, with

$$\langle\psi,\psi\rangle = 1 + \sum_{i\neq o} \frac{|V_{io}|^2}{(E-\varepsilon_i)^2}.$$

```lean
/-- The first-order Brillouin-Wigner state `e_o + T V e_o`, with `T = T(E)`. -/
def trialState (ε : n → ℝ) (V : Matrix n n ℂ) (o : n) (E : ℝ) : n → ℂ :=
  Pi.single o 1 + (reducedResolvent ε o E * V) *ᵥ Pi.single o 1
```

The energy of order $M$, counted in powers of $V$, is $E_M(E) = \varepsilon_o + \sum_{k<M} (V(TV)^k)_{oo}$. The Brillouin–Wigner equation of that order is $E_M(E) = E$.

```lean
/-- The Brillouin-Wigner energy of order `M`: the reference energy plus the diagonal elements
`(V(TV)^k)_oo` for `k < M`, with `T = T(E)`. -/
def bwEnergy (ε : n → ℝ) (V : Matrix n n ℂ) (o : n) (E : ℝ) (M : ℕ) : ℂ :=
  ε o + ∑ k ∈ Finset.range M, (V * (reducedResolvent ε o E * V) ^ k) o o
```

The inner product $\langle\phi,\psi\rangle$ is conjugate-linear in its first argument and is written `star φ ⬝ᵥ ψ`. The Rayleigh quotient divides by $\langle\psi,\psi\rangle$, so it has the same value for $\psi$ and for its normalised form.

```lean
/-- The Rayleigh quotient `⟨ψ, H ψ⟩ / ⟨ψ, ψ⟩` of a nonzero state `ψ`. -/
def rayleigh (H : Matrix n n ℂ) (ψ : n → ℂ) : ℂ :=
  (star ψ ⬝ᵥ H *ᵥ ψ) / (star ψ ⬝ᵥ ψ)
```

An energy level is a real eigenvalue with a nonzero eigenvector.

```lean
/-- A real number `μ` is an energy level of `H` if `H φ = μ φ` for some nonzero state `φ`. -/
def IsLevel (H : Matrix n n ℂ) (μ : ℝ) : Prop :=
  ∃ φ : n → ℂ, φ ≠ 0 ∧ H *ᵥ φ = (μ : ℂ) • φ
```

At order three the sum reads $E_3(E) = \varepsilon_o + V_{oo} + (VTV)_{oo} + (VTVTV)_{oo}$.

```lean
variable {ε : n → ℝ} {V : Matrix n n ℂ} {o : n} {E : ℝ}

/-- The third-order energy is `ε o + V_oo + (VTV)_oo + (VTVTV)_oo`, with `T = T(E)`. -/
theorem bwEnergy_three : bwEnergy ε V o E 3 = ε o + V o o + (V * reducedResolvent ε o E * V) o o +
    (V * reducedResolvent ε o E * V * reducedResolvent ε o E * V) o o := by
  simp only [bwEnergy, Finset.sum_range_succ, Finset.sum_range_zero, pow_succ, pow_zero,
    one_mul, mul_one, zero_add, mul_assoc]
  ring
```

The components of the trial state are $\psi_o = 1$ and $\psi_i = V_{io}/(E-\varepsilon_i)$ for $i\neq o$.

```lean
/-- The trial state has component `1` on the reference state and `V_io / (E - ε i)` on every
other state `i`. -/
theorem trialState_apply (i : n) : trialState ε V o E i =
    (if i = o then 1 else 0) + (if i = o then 0 else 1 / ((E : ℂ) - ε i)) * V i o := by
  have hcol : (V *ᵥ Pi.single o 1) i = V i o := by simp
  rw [trialState, Pi.add_apply, ← mulVec_mulVec, reducedResolvent, mulVec_diagonal,
    Pi.single_apply, hcol]
```

Two theorems connect these objects. If $V$ is Hermitian and $E$ is real and differs from every $\varepsilon_i$ with $i\neq o$, then the Rayleigh quotient of $\psi$ equals $E$ exactly when $E_3(E)=E$ (`rayleigh_eq_iff`). Under the same conditions, every such solution is at least the ground energy (`ground_le_third_order`). Neither theorem says that a solution exists or how close it lies to the ground energy.

In electronic structure, $H$ can be a many-electron Hamiltonian in a finite orthonormal basis of determinants; the bound then refers to the lowest eigenvalue of that matrix.

## $E$ avoids the other unperturbed energies

The hypothesis `hE` says that no state other than the reference is resonant with $E$. The energy $\varepsilon_o$ itself is allowed, since $T_o=0$.

By hand, the condition enters through $(\varepsilon_i - E)T_i = -1$ for $i\neq o$. With $P$ the projector onto $e_o$, this is $(H_0-E)T = -(1-P)$, and therefore

$$(H_0-E)\psi = (\varepsilon_o-E)e_o - Ve_o + V_{oo}e_o, \qquad V\psi = Ve_o + VTVe_o.$$

In the sum the terms $\mp Ve_o$ cancel, which leaves the residual

$$(H-E)\psi = (\varepsilon_o - E + V_{oo})\,e_o + VTVe_o.$$

The lemma `residual` proves this component by component. For $i=o$ it is algebra. For $i\neq o$, `hE` makes $E-\varepsilon_i$ nonzero, and the resulting identity `hq` performs the cancellation.

```lean
/-- If `E` differs from the energies of all states other than `o`, the residual `(H - E) ψ` of
the trial state is a multiple of `e_o` plus `V T V e_o`. -/
theorem residual (hE : ∀ i, i ≠ o → E ≠ ε i) :
    hamiltonian ε V *ᵥ trialState ε V o E - (E : ℂ) • trialState ε V o E =
      ((ε o : ℂ) - E + V o o) • Pi.single o 1 +
        V *ᵥ ((reducedResolvent ε o E * V) *ᵥ Pi.single o 1) := by
  funext i
  have hcol : (V *ᵥ Pi.single o 1) i = V i o := by simp
  have hV : (V *ᵥ trialState ε V o E) i =
      V i o + (V *ᵥ ((reducedResolvent ε o E * V) *ᵥ Pi.single o 1)) i := by
    rw [trialState, mulVec_add, Pi.add_apply, hcol]
  simp only [hamiltonian, add_mulVec, Pi.add_apply, Pi.sub_apply, Pi.smul_apply, smul_eq_mul,
    mulVec_diagonal, Pi.single_apply]
  rw [hV, trialState_apply]
  by_cases h : i = o
  · simp only [h, ↓reduceIte]
    ring
  · -- off the reference state, `(ε i - E) T_i = -1` cancels the perturbation
    have hq := mul_one_div_cancel (sub_ne_zero.mpr (by exact_mod_cast hE i h) : (E : ℂ) - ε i ≠ 0)
    simp only [h, ↓reduceIte]
    linear_combination (-V i o) * hq
```

At $E=\varepsilon_i$ with $i\neq o$ and $V_{io}\neq0$, the second-order term diverges and the equation loses its meaning. Lean's convention $1/0=0$ would silently remove state $i$ from $T$, and the residual formula would then miss the component $V_{io}e_i$. A state $i\neq o$ with $V_{io}=0$ contributes neither to $\psi$ nor to $E_3$, so for such a state the hypothesis is stricter than necessary.

## $V$ is Hermitian, and the energies are real

Hermiticity of $V$ and reality of $\varepsilon_i$ make $H$ an observable. Together with the reality of $E$, they allow operators to be moved from one side of an inner product to the other: $V^\dagger=V$ and $T^\dagger=T$.

Take the overlap of $\psi$ with the residual. Since $\langle\psi,e_o\rangle=1$, the first term contributes $\varepsilon_o-E+V_{oo}$. The second contributes

$$\langle\psi, VTVe_o\rangle = (VTV)_{oo} + \langle TVe_o, VTVe_o\rangle = (VTV)_{oo} + (VTVTV)_{oo}.$$

A first-order state thus yields the energy through third order:

$$\langle\psi,H\psi\rangle - E\langle\psi,\psi\rangle = E_3(E) - E.$$

In `expectation_residual`, `hT` is $T^\dagger=T$, `hnorm` is $\langle\psi,e_o\rangle=1$, and `hhigh` is the second overlap, where `hV` is used. The final rewriting inserts the residual and collects the terms.

```lean
/-- For Hermitian `V` and `E` off the energies of the states other than `o`, the trial state has
`⟨ψ, H ψ⟩ - E ⟨ψ, ψ⟩` equal to the third-order energy minus `E`. -/
theorem expectation_residual (hV : V.IsHermitian) (hE : ∀ i, i ≠ o → E ≠ ε i) :
    star (trialState ε V o E) ⬝ᵥ hamiltonian ε V *ᵥ trialState ε V o E -
      E * (star (trialState ε V o E) ⬝ᵥ trialState ε V o E) = bwEnergy ε V o E 3 - E := by
  have hT : (reducedResolvent ε o E)ᴴ = reducedResolvent ε o E := by
    rw [reducedResolvent, diagonal_conjTranspose]
    congr 1
    funext i
    by_cases h : i = o <;> simp [h]
  have hs : star (Pi.single o 1 : n → ℂ) = Pi.single o 1 := by
    funext i
    by_cases h : i = o <;> simp [h]
  have hentry : ∀ M : Matrix n n ℂ,
      star (Pi.single o 1 : n → ℂ) ⬝ᵥ M *ᵥ Pi.single o 1 = M o o := by
    intro M
    rw [hs]
    simp
  have hnorm : star (trialState ε V o E) ⬝ᵥ Pi.single o 1 = 1 := by
    simp [trialState_apply]
  -- the overlap with `V T V e_o` gives the second- and third-order terms
  have hhigh : star (trialState ε V o E) ⬝ᵥ
      (V *ᵥ ((reducedResolvent ε o E * V) *ᵥ Pi.single o 1)) =
      (V * reducedResolvent ε o E * V) o o +
        (V * reducedResolvent ε o E * V * reducedResolvent ε o E * V) o o := by
    rw [trialState, star_add, add_dotProduct, star_mulVec, ← dotProduct_mulVec]
    simp only [mulVec_mulVec, hentry]
    rw [conjTranspose_mul, hT, hV.eq]
    simp only [mul_assoc]
  rw [← smul_eq_mul, ← dotProduct_smul, ← dotProduct_sub, residual hE, dotProduct_add,
    dotProduct_smul, hnorm, hhigh, bwEnergy_three, smul_eq_mul]
  ring
```

For a non-Hermitian $V$ the last overlap is $(V^\dagger TVTV)_{oo}$, and the equality of quotient and energy can fail. Take $\varepsilon=(0,1)$, reference state 0, and $V$ with $V_{10}=V_{11}=1$ and its other entries zero. Then $E=0$ solves the third-order equation, but $\psi=(1,-1)$ has Rayleigh quotient $1/2$. A nonreal $E$ could never equal the quotient of a Hermitian $H$, because that quotient is real.

## $E$ solves the third-order equation

This is the self-consistency condition of Brillouin–Wigner theory: the energy inserted into the denominators is the energy that comes out. Division of the previous identity by $\langle\psi,\psi\rangle$ gives

$$\frac{\langle\psi,H\psi\rangle}{\langle\psi,\psi\rangle} = E + \frac{E_3(E)-E}{\langle\psi,\psi\rangle}.$$

The quotient is $E$ exactly when the numerator on the right vanishes. The division is legitimate because $\psi_o=1$ keeps $\psi$ away from zero, which is the content of a short lemma.

```lean
lemma trialState_ne_zero : trialState ε V o E ≠ 0 := fun h => by
  have h1 := congrFun h o
  simp [trialState_apply] at h1
```

The equivalence clears the denominator with `div_eq_iff` and then combines the result linearly with the identity `key`, once in each direction.

```lean
/-- For Hermitian `V` and `E` off the energies of the states other than `o`, the Rayleigh quotient
of `e_o + T V e_o` is `E` exactly when `E` solves the third-order equation. -/
theorem rayleigh_eq_iff (hV : V.IsHermitian) (hE : ∀ i, i ≠ o → E ≠ ε i) :
    rayleigh (hamiltonian ε V) (trialState ε V o E) = E ↔ bwEnergy ε V o E 3 = E := by
  have key := expectation_residual hV hE
  rw [rayleigh, div_eq_iff (mt dotProduct_star_self_eq_zero.mp trialState_ne_zero)]
  constructor <;> intro h
  · linear_combination h - key
  · linear_combination h + key
```

Without self-consistency, $E$ is just a number put into the denominators. For $V=0$, every permitted $E$ gives $\psi=e_o$ with quotient $\varepsilon_o$, and $E$ may lie anywhere below the spectrum.

## $E_g$ is the least energy level

The hypothesis `hg` identifies $E_g$ as the ground energy: it is a level, and no level lies below it. A finite Hermitian matrix with at least one state always has such a level, so the hypothesis gives a name to the ground energy and adds no physical restriction.

The derivation uses it in the variational principle. Suppose that a nonzero $\psi$ has Rayleigh quotient $E$ and that $E<E_g$. Every eigenvalue of $H-E$ is a level of $H$ minus $E$, hence positive. So $H-E$ is positive definite and $\langle\psi,(H-E)\psi\rangle>0$. But the quotient being $E$ means that this expectation value is zero, a contradiction.

The proof of `ground_le_rayleigh` takes the same route. The spectral theorem supplies eigenvectors of $H-E$, each is turned into a level of $H$, and `hg.2` places that level at or above $E_g$.

```lean
/-- Variational principle: the least energy level of a Hermitian `H` is at most the Rayleigh
quotient of any nonzero state. -/
theorem ground_le_rayleigh {H : Matrix n n ℂ} (hH : H.IsHermitian) {Eg : ℝ}
    (hg : IsLeast {μ | IsLevel H μ} Eg) {ψ : n → ℂ} (hψ : ψ ≠ 0) (h : rayleigh H ψ = E) :
    Eg ≤ E := by
  by_contra hlt
  have hA : (H - (E : ℂ) • (1 : Matrix n n ℂ)).IsHermitian := by
    rw [IsHermitian, conjTranspose_sub, conjTranspose_smul, conjTranspose_one, hH.eq]
    simp
  -- if `E` were below all levels, `H - E` would be positive definite
  have hpos := hA.posDef_iff_eigenvalues_pos.mpr (fun i => by
    have hl : IsLevel H (hA.eigenvalues i + E) := by
      refine ⟨(hA.eigenvectorBasis i).ofLp, fun h0 => ?_, ?_⟩
      · exact hA.eigenvectorBasis.orthonormal.ne_zero i (PiLp.ext fun j => congrFun h0 j)
      · funext j
        have hv := congrFun (hA.mulVec_eigenvectorBasis i) j
        simp only [sub_mulVec, smul_mulVec, one_mulVec, Pi.sub_apply, Pi.smul_apply,
          smul_eq_mul, Complex.real_smul] at hv
        simp only [Pi.smul_apply, smul_eq_mul, Complex.ofReal_add]
        linear_combination hv
    have := hg.2 hl
    linarith)
  have hp := hpos.dotProduct_mulVec_pos hψ
  rw [rayleigh, div_eq_iff (mt dotProduct_star_self_eq_zero.mp hψ)] at h
  rw [sub_mulVec, smul_mulVec, one_mulVec, dotProduct_sub, dotProduct_smul, smul_eq_mul, h,
    sub_self] at hp
  exact lt_irrefl _ hp
```

The bound follows once $H$ is known to be Hermitian: the solution $E$ is the quotient of $\psi$, and the variational principle applies.

```lean
/-- For Hermitian `V`, a solution `E` of the third-order Brillouin-Wigner equation, off the
energies of the states other than `o`, is an upper bound to the least energy level. -/
theorem ground_le_third_order (hV : V.IsHermitian) (hE : ∀ i, i ≠ o → E ≠ ε i)
    (h : bwEnergy ε V o E 3 = E) {Eg : ℝ}
    (hg : IsLeast {μ | IsLevel (hamiltonian ε V) μ} Eg) : Eg ≤ E := by
  have hs : star (fun i => (ε i : ℂ)) = fun i => (ε i : ℂ) := by
    funext i
    simp
  have hH : (hamiltonian ε V).IsHermitian := by
    rw [IsHermitian, hamiltonian, conjTranspose_add, diagonal_conjTranspose, hV.eq, hs]
  exact ground_le_rayleigh hH hg trialState_ne_zero ((rayleigh_eq_iff hV hE).mpr h)
```

For a higher level in place of $E_g$ the inequality can fail. With $V=0$, $\varepsilon=(0,1)$ and reference state 0, the solution $E=0$ lies below the upper level 1.

The smallest case has a single state. Then $T=0$ and $\psi=e_o$, and the equation gives $E=\varepsilon_o+V_{oo}$, which is the exact energy.

## Second order can fall below the whole spectrum

The order of the equation matters too. Consider two states, with reference state 0 and

$$\varepsilon=(0,3),\qquad V=\begin{pmatrix}0&2\\2&3\end{pmatrix},\qquad H=\begin{pmatrix}0&2\\2&6\end{pmatrix}.$$

The second-order equation is $E=4/(E-3)$, and $E=-1$ solves it. A level $\mu$ with eigenvector $\varphi$ satisfies $2\varphi_1=\mu\varphi_0$ and $2\varphi_0+6\varphi_1=\mu\varphi_1$. If $\varphi_1$ were zero, the second equation would make $\varphi_0$ zero as well; so $\varphi_1\neq0$, and elimination gives $\mu^2-6\mu-4=0$. The left side equals $(\mu+1)^2-8\mu-5$, which is at least 3 for $\mu\le-1$. Hence both levels, $3\pm\sqrt{13}$, lie above $-1$.

For the same matrices the third-order equation adds $12/(E-3)^2$ to the right-hand side, and its solutions are $E=0,1,5$. All three lie above the ground energy $3-\sqrt{13}\approx-0.61$. At $E=0$ the normalised trial state is $(3,-2)/\sqrt{13}$, and its energy expectation value is indeed 0.

The Lean proof of the second-order example first computes $T(-1)=\mathrm{diag}(0,-1/4)$ in `hT`. It then derives the secular equation as `hq` from the two components of the eigenvalue equation, and `nlinarith` completes the inequality using $(\mu+1)^2\ge0$.

```lean
/-- Second order gives no upper bound: for unperturbed energies `0, 3`, perturbation
`!![0, 2; 2, 3]` and reference state `0`, the second-order equation holds at `E = -1`, yet every
energy level of the Hamiltonian lies above `-1`. -/
theorem second_order_below_spectrum :
    bwEnergy ![0, 3] !![0, 2; 2, 3] 0 (-1) 2 = -1 ∧
      ∀ μ, IsLevel (hamiltonian ![0, 3] !![0, 2; 2, 3]) μ → -1 < μ := by
  have hT : reducedResolvent ![0, 3] 0 (-1) = !![0, 0; 0, -1 / 4] := by
    ext i j : 2
    fin_cases i <;> fin_cases j <;> simp [reducedResolvent]
    norm_num
  constructor
  · simp [bwEnergy, hT, Finset.sum_range_succ]
    norm_num
  · rintro μ ⟨φ, hφ, h⟩
    have h0 := congrFun h 0
    have h1 := congrFun h 1
    simp [hamiltonian, mulVec, dotProduct, Fin.sum_univ_two] at h0 h1
    have hne : φ 1 ≠ 0 := fun hz => hφ (by
      have hz0 : φ 0 = 0 := by linear_combination h1 / 2 + (μ - 6) / 2 * hz
      funext i
      fin_cases i
      · exact hz0
      · exact hz)
    -- the secular equation of the two-level system
    have hq : ((μ : ℂ) ^ 2 - 6 * μ - 4) = 0 := by
      apply (mul_eq_zero.mp _).resolve_right hne
      linear_combination (-2) * h0 - μ * h1
    have hr : μ ^ 2 - 6 * μ - 4 = 0 := by exact_mod_cast hq
    nlinarith [sq_nonneg (μ + 1)]

end

end BrillouinWignerBound
```

```lean
#print axioms BrillouinWignerBound.ground_le_third_order
#print axioms BrillouinWignerBound.second_order_below_spectrum
```

```
'BrillouinWignerBound.ground_le_third_order' depends on axioms: [propext, Classical.choice, Quot.sound]
'BrillouinWignerBound.second_order_below_spectrum' depends on axioms: [propext, Classical.choice, Quot.sound]
```
